# Plane waves on ℤ/q are eigenvectors of the clock-model transfer matrix, with the Fourier transform of the bond weight as eigenvalue

The spins take values in the finite cyclic group `ZMod q` with `q` nonzero, and the transfer matrix has entries `w (b - a)` for an arbitrary complex bond weight `w`, with no positivity or symmetry assumed. The theorem `transfer_mulVec_phase` states that this matrix sends the plane wave a ↦ exp(2πi k a / q) to W(k) times itself, where W(k) = ∑ₐ w(a) exp(2πi k a / q). The plane wave is unnormalised: each component has modulus one, so the unit vector is the wave divided by √q, and the factor W(k) is the same for it. The attempt works componentwise at `a`: it substitutes b = c + a in the sum, distributes the right-hand factor with `Finset.sum_mul`, and matches terms using `phase_add`.

As first written in Lean, the proof fails:

```lean
import Mathlib

open Matrix

namespace ClockTransferMatrix

noncomputable section

variable {q : ℕ} [NeZero q]

/-- Transfer matrix of the clock model, with entries `w (b - a)`. -/
def transfer (w : ZMod q → ℂ) : Matrix (ZMod q) (ZMod q) ℂ :=
  Matrix.of fun a b => w (b - a)

/-- The plane wave `exp (2 π i k a / q)` on `ℤ/q`. -/
def phase (k a : ZMod q) : ℂ :=
  Complex.exp (2 * Real.pi * Complex.I * (k.val : ℂ) * (a.val : ℂ) / q)

/-- Discrete Fourier transform `W k = ∑ a, w a * exp (2 π i k a / q)` of the bond weight. -/
def weightFT (w : ZMod q → ℂ) (k : ZMod q) : ℂ :=
  ∑ a, w a * phase k a

/-- The plane wave is the standard additive character of `ℤ/q` evaluated at `k a`. -/
theorem phase_eq (k a : ZMod q) : phase k a = ZMod.stdAddChar (k * a) := by
  have h : k * a = (((k.val * a.val : ℕ) : ℤ) : ZMod q) := by
    rw [Int.cast_natCast, Nat.cast_mul, ZMod.natCast_zmod_val, ZMod.natCast_zmod_val]
  rw [h, ZMod.stdAddChar_coe]
  unfold phase
  congr 1
  rw [Int.cast_natCast, Nat.cast_mul]
  ring

/-- The plane wave at a sum of spins is the product of the plane waves at each spin. -/
theorem phase_add (k a b : ZMod q) : phase k (a + b) = phase k a * phase k b := by
  simp only [phase_eq, mul_add, AddChar.map_add_eq_mul]

/-- The transfer matrix multiplies the plane wave of momentum `k` by `W k`. -/
theorem transfer_mulVec_phase (w : ZMod q → ℂ) (k : ZMod q) :
    transfer w *ᵥ phase k = weightFT w k • phase k := by
  funext a
  change ∑ b, w (b - a) * phase k b = (∑ c, w c * phase k c) * phase k a
  -- substitute b = c + a
  rw [← (Equiv.addRight a).sum_comp, Finset.sum_mul]
  refine Finset.sum_congr rfl fun c _ => ?_
  rw [Equiv.coe_addRight, add_sub_cancel_right, phase_add, mul_assoc]

end

end ClockTransferMatrix
```

The error:

```
Main.lean:39:54: error: unsolved goals
case hs
q : ℕ
inst✝ : NeZero q
w : ZMod q → ℂ
k a : ZMod q
⊢ {a_1 | (Equiv.addRight a) a_1 ≠ a_1} ⊆ ↑Finset.univ
```

After these edits no error is left:

```diff
@@ -41,5 +41,5 @@
   change ∑ b, w (b - a) * phase k b = (∑ c, w c * phase k c) * phase k a
   -- substitute b = c + a
-  rw [← (Equiv.addRight a).sum_comp, Finset.sum_mul]
+  rw [← Equiv.sum_comp (Equiv.addRight a), Finset.sum_mul]
   refine Finset.sum_congr rfl fun c _ => ?_
   rw [Equiv.coe_addRight, add_sub_cancel_right, phase_add, mul_assoc]
```

What went wrong. The message is reported at the theorem's `by`: the tactic block ended with one goal, tagged `hs`, still open. It asks that the points moved by `Equiv.addRight a` lie in `Finset.univ`.

The goal comes from how the dot notation resolves. `Equiv.addRight a` has type `Equiv.Perm (ZMod q)`, so `(Equiv.addRight a).sum_comp` means `Equiv.Perm.sum_comp`, not `Equiv.sum_comp`. That lemma reindexes a sum over an arbitrary finset `s`, under the hypothesis `hs : {a | σ a ≠ a} ⊆ s`. The rewrite succeeded with `s` set to `Finset.univ`, and `rw` left the unsupplied hypothesis as a side goal. The later tactics closed the main equation and never touched `hs`, which is true but unproved.

The diff's single change names `Equiv.sum_comp` in full and passes `Equiv.addRight a` as its argument. This lemma equates `∑ i, f (e i)` with `∑ i, f i` over whole finite types and has no support hypothesis. The same substitution therefore happens with no side goal, and the remaining lines finish the proof unchanged.
